# A continuous path of projectors that commute with a symmetry block keeps the block's electron number

## A minimization that cannot reach the ground state

Take closed-shell water in a minimal basis of seven functions. Four belong to the irreducible representation a₁, one to b₁ (the oxygen p function perpendicular to the molecular plane) and two to b₂. The ground configuration doubly occupies three a₁ orbitals, one b₁ orbital and one b₂ orbital. Suppose that a poor initial guess occupies four, none and one, and that the energy is then minimized by rotations that respect the symmetry.

Someone who expects the optimizer to repair the guess will be misled. The energy falls and the gradient vanishes, but the converged state still has four, none and one. The electrons in b₁ are missing because no continuous symmetry-restricted path of single determinants leads to a state that has them.

## The statement and its terms

Let P be the density matrix of a single determinant in a finite orthonormal basis, and let Q be the projector onto all basis functions of one irreducible representation. The occupation of the block is

    N_Q(P) = Tr(QP).

If P is built from spin orbitals, this is the number of electrons in the block. If it is built from doubly occupied spatial orbitals, as for water above, the number of electrons is twice the trace.

The main theorem, `occupation_constant`, says that if P(t) is a continuous path of projectors and QP(t) = P(t)Q at every t in [0,1], then Tr(QP(t)) = Tr(QP(u)) for any two times t and u. Its Lean terms have these meanings:

- `Matrix n n 𝕜` is a square matrix over a finite index set `n`, with entries in ℝ or ℂ. The index set labels the basis functions.
- `IsIdempotentElem (P t)` says P(t)² = P(t): every orbital is either full or empty.
- `Commute Q (P t)` says that the density matrix has no elements between the block and the rest.
- `Continuous P`, with `P` defined on `unitInterval`, says that the matrix elements vary continuously.
- `occupation Q P` is the trace of `Q * P`.

Self-adjointness is not assumed. This admits a non-orthogonal basis with overlap matrix S, where a density matrix D with DSD = D gives the generally oblique projector P = DS.

No group, energy or minimizer occurs in the statement. `Q` can be any fixed projector, and the symmetry enters only through commutation. Fractional occupations, such as those from thermal smearing, violate idempotency, and a block projector that changes along the path does not fit the hypotheses.

## Why the occupation is a whole number

First, the product of the two commuting projectors is a projector:

    (QP)(QP) = Q(PQ)P = Q(QP)P = Q²P² = QP.

Second, the trace of a projector A is its rank. Every vector splits as

    x = Ax + (x − Ax).

The first part lies in the range of A. The second lies in the kernel, because A(x − Ax) = Ax − A²x = 0. A vector y = Ax in the range satisfies Ay = A²x = Ax = y, so a vector in both the range and the kernel is zero. In a basis adapted to this splitting, A is diagonal, with rank(A) ones followed by zeros. The trace does not depend on the basis, so

    Tr A = rank A.

With A = QP, the occupation is the natural number rank(QP).

## Why a whole number cannot drift

The occupation along the path is

    Tr(QP(t)) = Σᵢⱼ Qᵢⱼ Pⱼᵢ(t),

a finite sum of continuous functions. If it took two different whole-number values m < k, the intermediate value theorem would give a time at which it equals m + 1/2. That is impossible, so the occupation is constant.

Two consequences follow. If the endpoints of a continuous projector path have different occupations, P(t) fails to commute with Q at some time. This is `symmetry_broken_on_path`. And if two projectors P and P′ both commute with Q and

    |Tr(QP) − Tr(QP′)| < 1,

then the two occupations are equal, since distinct whole numbers differ by at least one. This is `occupation_eq_of_small_step`, which needs no path.

## Three small examples

Let an orbital in a three-dimensional space have coefficients (c, s, 0), with c = cos(πt/2) and s = sin(πt/2). Its density matrix is

    P(t) = [ c²  cs  0 ]
           [ cs  s²  0 ]
           [ 0   0   0 ].

Multiplying out gives P(t)² = (c² + s²)P(t) = P(t). For the block Q = diag(1, 1, 0), both QP(t) and P(t)Q equal P(t). All the hypotheses hold while the orbital turns from the first basis function to the second, and the occupation stays at c² + s² = 1.

For the smaller block diag(1, 0, 0), the same path has occupation cos²(πt/2), which falls from 1 to 0. The path commutes with this block at t = 0 and t = 1, so commutation at the endpoints alone is not enough.

Finally, diag(1 − t, t) commutes with diag(1, 0) and always has trace one, but its block occupation is 1 − t. Its square equals itself only when t² = t, that is, at t = 0 or t = 1. Idempotency at the endpoints alone is therefore not enough either, even with the total electron number fixed.

## Orbital rotations in a direct minimization

In a single-determinant calculation with real orbitals, a direct minimizer can update the orthogonal coefficient matrix C by

    C(t) = C exp(tκ),  0 ≤ t ≤ 1,

where κ is antisymmetric. Symmetry restriction sets κ_pq = 0 whenever orbitals p and q belong to different irreducible representations. With f the diagonal matrix of zeros and ones that marks the occupied orbitals, the density matrix is

    P(t) = C(t) f C(t)ᵀ.

It is a projector because C(t) is orthogonal and f² = f. It commutes with Q because each column of C(t) stays in one block. The step from t = 0 to t = 1 is thus itself a continuous path of the required kind, and it preserves the block occupations however long it is.

In the water example, the a₁ block is full and the b₁ block is empty, so neither has an occupied–virtual rotation. The only such angle mixes the two b₂ orbitals. Moving an electron pair from a₁ to b₁ takes a different operation, such as choosing the occupied orbitals anew after a diagonalization, which changes f discontinuously.

## Separate matrices for each block

The density could also have been modelled as a family of smaller projectors, one for each irreducible representation. Commutation would then be built into the type and would disappear from the hypotheses, and the theorem would say that each small projector has constant rank. The full matrix with an explicit commutation condition also describes paths that break the symmetry, which `symmetry_broken_on_path` needs.

## The Lean file

```lean
import Mathlib

open Matrix

namespace SymmetryBlockOccupation

noncomputable section

variable {𝕜 n : Type*} [RCLike 𝕜] [Fintype n]

/-- The occupation of the symmetry block `Q` in the density matrix `P`: the trace of `Q P`. -/
def occupation (Q P : Matrix n n 𝕜) : 𝕜 := (Q * P).trace

/-- The trace of a projector, orthogonal or oblique, is its rank. -/
theorem trace_eq_rank {A : Matrix n n 𝕜} (hA : IsIdempotentElem A) :
    A.trace = (A.rank : 𝕜) := by
  classical
  -- a projector acts as the identity on its own range
  have h : LinearMap.IsProj (LinearMap.range (Matrix.toLin' A)) (Matrix.toLin' A) := by
    constructor
    · intro x
      exact ⟨x, rfl⟩
    · rintro _ ⟨x, rfl⟩
      simp only [Matrix.toLin'_apply, Matrix.mulVec_mulVec]
      rw [hA.eq]
  have t := h.trace
  rw [LinearMap.trace_eq_matrix_trace 𝕜 (Pi.basisFun 𝕜 n),
    LinearMap.toMatrix_eq_toMatrix', LinearMap.toMatrix'_toLin'] at t
  exact t

/-- If the density projector `P` commutes with the block projector `Q`, the occupation of
the block is a whole number, the rank of `Q P`. -/
theorem occupation_eq_rank {Q P : Matrix n n 𝕜} (hQ : IsIdempotentElem Q)
    (hP : IsIdempotentElem P) (hc : Commute Q P) :
    occupation Q P = ((Q * P).rank : 𝕜) := by
  apply trace_eq_rank
  -- commuting projectors multiply to a projector
  calc Q * P * (Q * P) = Q * (P * Q) * P := by simp only [mul_assoc]
    _ = Q * (Q * P) * P := by rw [← hc.eq]
    _ = (Q * Q) * (P * P) := by simp only [mul_assoc]
    _ = Q * P := by rw [hQ.eq, hP.eq]

/-- Along a continuous path of projectors that all commute with the projector `Q` onto a
symmetry block, the number of electrons in the block is the same at any two times. -/
theorem occupation_constant {Q : Matrix n n 𝕜} {P : unitInterval → Matrix n n 𝕜}
    (hQ : IsIdempotentElem Q) (hcont : Continuous P)
    (hP : ∀ t, IsIdempotentElem (P t)) (hc : ∀ t, Commute Q (P t))
    (t u : unitInterval) : occupation Q (P t) = occupation Q (P u) := by
  have hre : Continuous fun t => RCLike.re (occupation Q (P t)) :=
    RCLike.continuous_re.comp (continuous_const.matrix_mul hcont).matrix_trace
  have hreal : Continuous fun t => ((Q * P t).rank : ℝ) := by
    convert hre using 2 with t
    rw [occupation_eq_rank hQ (hP t) (hc t)]
    simp
  -- the occupation is continuous as a map into the discrete space of natural numbers
  have hnat : Continuous fun t => (Q * P t).rank :=
    Nat.isClosedEmbedding_coe_real.isInducing.continuous_iff.mpr hreal
  have hconst : (Q * P t).rank = (Q * P u).rank :=
    isPreconnected_univ.constant hnat.continuousOn (Set.mem_univ t) (Set.mem_univ u)
  rw [occupation_eq_rank hQ (hP t) (hc t), occupation_eq_rank hQ (hP u) (hc u), hconst]

/-- If a continuous path of projectors joins two density matrices with different occupations
of the block `Q`, then at some time the density matrix does not commute with `Q`. -/
theorem symmetry_broken_on_path {Q : Matrix n n 𝕜} {P : unitInterval → Matrix n n 𝕜}
    (hQ : IsIdempotentElem Q) (hcont : Continuous P) (hP : ∀ t, IsIdempotentElem (P t))
    (hne : occupation Q (P 0) ≠ occupation Q (P 1)) : ∃ t, ¬ Commute Q (P t) := by
  by_contra h
  exact hne (occupation_constant hQ hcont hP
    (fun t => not_not.mp fun hc => h ⟨t, hc⟩) 0 1)

/-- A finite step between two density projectors that commute with the block projector `Q`
leaves the occupation of the block unchanged if it changes it by less than one electron. -/
theorem occupation_eq_of_small_step {Q P P' : Matrix n n 𝕜} (hQ : IsIdempotentElem Q)
    (hP : IsIdempotentElem P) (hP' : IsIdempotentElem P')
    (hc : Commute Q P) (hc' : Commute Q P')
    (hstep : ‖occupation Q P - occupation Q P'‖ < 1) :
    occupation Q P = occupation Q P' := by
  rw [occupation_eq_rank hQ hP hc, occupation_eq_rank hQ hP' hc'] at hstep ⊢
  have h := lt_of_le_of_lt (RCLike.abs_re_le_norm _) hstep
  rw [map_sub, RCLike.natCast_re, RCLike.natCast_re, abs_lt] at h
  -- two whole numbers less than one apart coincide
  have h1 : (Q * P).rank < (Q * P').rank + 1 := by
    have : ((Q * P).rank : ℝ) < (Q * P').rank + 1 := by linarith [h.2]
    exact_mod_cast this
  have h2 : (Q * P').rank < (Q * P).rank + 1 := by
    have : ((Q * P').rank : ℝ) < (Q * P).rank + 1 := by linarith [h.1]
    exact_mod_cast this
  have h3 : (Q * P).rank = (Q * P').rank := by omega
  rw [h3]

/-- The density matrix of one electron in the orbital with real coefficients `(c, s, 0)`,
where `c ^ 2 + s ^ 2 = 1`. -/
def orbitalDensity (c s : ℝ) : Matrix (Fin 3) (Fin 3) ℝ :=
  !![c * c, c * s, 0; c * s, s * s, 0; 0, 0, 0]

/-- The density matrix of an orbital that turns from the first basis function to the second
as `t` runs from 0 to 1. -/
def rotation (t : unitInterval) : Matrix (Fin 3) (Fin 3) ℝ :=
  orbitalDensity (Real.cos (Real.pi / 2 * t)) (Real.sin (Real.pi / 2 * t))

/-- If `c ^ 2 + s ^ 2 = 1`, the density matrix of the real orbital `(c, s, 0)` is a projector. -/
theorem orbitalDensity_idempotent {c s : ℝ} (h : c ^ 2 + s ^ 2 = 1) :
    IsIdempotentElem (orbitalDensity c s) := by
  have key : orbitalDensity c s * orbitalDensity c s
      = (c ^ 2 + s ^ 2) • orbitalDensity c s := by
    ext i j
    fin_cases i <;> fin_cases j <;>
      simp [orbitalDensity, Matrix.mul_apply, Fin.sum_univ_succ] <;> ring
  rw [h, one_smul] at key
  exact key

/-- The rotating orbital gives a continuous, non-constant path of real orthogonal projectors
that all commute with the projector onto the first two basis functions. -/
theorem occupation_constant_witness :
    IsIdempotentElem (!![1, 0, 0; 0, 1, 0; 0, 0, 0] : Matrix (Fin 3) (Fin 3) ℝ) ∧
    Continuous rotation ∧
    (∀ t, (rotation t)ᵀ = rotation t ∧ IsIdempotentElem (rotation t)) ∧
    (∀ t, Commute !![1, 0, 0; 0, 1, 0; 0, 0, 0] (rotation t)) ∧
    rotation 0 ≠ rotation 1 := by
  refine ⟨?_, ?_, fun t => ⟨?_, ?_⟩, fun t => ?_, fun h => ?_⟩
  · unfold IsIdempotentElem
    ext i j
    fin_cases i <;> fin_cases j <;> simp [Matrix.mul_apply, Fin.sum_univ_succ]
  · refine continuous_matrix fun i j => ?_
    fin_cases i <;> fin_cases j <;> simp [rotation, orbitalDensity] <;> fun_prop
  · ext i j
    fin_cases i <;> fin_cases j <;> simp [rotation, orbitalDensity]
  · exact orbitalDensity_idempotent (Real.cos_sq_add_sin_sq _)
  · unfold Commute SemiconjBy
    ext i j
    fin_cases i <;> fin_cases j <;>
      simp [rotation, orbitalDensity, Matrix.mul_apply, Fin.sum_univ_succ]
  · have h00 := congrArg (fun M => M 0 0) h
    simp [rotation, orbitalDensity] at h00

/-- For the block spanned by the first basis function alone, the occupation along the
rotating orbital is `cos² (π t / 2)`. -/
theorem occupation_rotation (t : unitInterval) :
    occupation !![1, 0, 0; 0, 0, 0; 0, 0, 0] (rotation t)
      = Real.cos (Real.pi / 2 * t) ^ 2 := by
  simp [occupation, rotation, orbitalDensity, Matrix.trace, Fin.sum_univ_succ]
  ring

/-- For every real `t`, the matrix `diag (1 - t, t)` commutes with the projector onto the first
orbital, has trace one and gives that orbital the occupation `1 - t`; it is a projector exactly when
`t = 0` or `t = 1`. It is a physical density matrix when `0 ≤ t ≤ 1`. -/
theorem fractional_occupation (t : ℝ) :
    Commute !![1, 0; 0, 0] !![1 - t, 0; 0, t] ∧
    (!![1 - t, 0; 0, t]).trace = 1 ∧
    occupation !![1, 0; 0, 0] !![1 - t, 0; 0, t] = 1 - t ∧
    (IsIdempotentElem !![1 - t, 0; 0, t] ↔ t = 0 ∨ t = 1) := by
  refine ⟨?_, ?_, ?_, fun h => ?_, ?_⟩
  · unfold Commute SemiconjBy
    ext i j
    fin_cases i <;> fin_cases j <;> simp [Matrix.mul_apply, Fin.sum_univ_two]
  · simp [Matrix.trace_fin_two]
  · simp [occupation, Matrix.trace_fin_two]
  · -- the second diagonal entry of the idempotency relation reads `t * t = t`
    have h11 := congrArg (fun M => M 1 1) h.eq
    have e : t * t = t := by
      simpa [Matrix.mul_apply, Fin.sum_univ_two] using h11
    have e' : t * (t - 1) = 0 := by linear_combination e
    rcases mul_eq_zero.mp e' with h0 | h1
    · exact Or.inl h0
    · exact Or.inr (by linarith)
  · rintro (rfl | rfl) <;> unfold IsIdempotentElem <;> ext i j <;>
      fin_cases i <;> fin_cases j <;> simp [Matrix.mul_apply, Fin.sum_univ_two]

end

end SymmetryBlockOccupation
```

```lean
#print axioms SymmetryBlockOccupation.symmetry_broken_on_path
-- 'SymmetryBlockOccupation.symmetry_broken_on_path' depends on axioms: [propext, Classical.choice, Quot.sound]
#print axioms SymmetryBlockOccupation.occupation_eq_of_small_step
-- 'SymmetryBlockOccupation.occupation_eq_of_small_step' depends on axioms: [propext, Classical.choice, Quot.sound]
#print axioms SymmetryBlockOccupation.occupation_rotation
-- 'SymmetryBlockOccupation.occupation_rotation' depends on axioms: [propext, Classical.choice, Quot.sound]
#print axioms SymmetryBlockOccupation.fractional_occupation
-- 'SymmetryBlockOccupation.fractional_occupation' depends on axioms: [propext, Classical.choice, Quot.sound]
```

## From idempotency to rank

`trace_eq_rank` regards the matrix as a linear map and shows that it is a projection onto its range. The two goals after `constructor` say that every image lies in the range and that vectors in the range are left fixed; the second uses `hA.eq`, which is A² = A. Mathlib's result `h.trace` then supplies the trace as the dimension of the range, and the rewriting returns from the linear map to the matrix.

`occupation_eq_rank` applies this lemma to `Q * P`. Its `calc` block is the four-factor computation above: regroup, exchange the middle factors by `hc.eq`, regroup again, and use the two idempotency relations.

## From continuity to constancy

In `occupation_constant`, `hre` states that the real part of the trace is continuous. Taking the real part lets one argument serve both ℝ and ℂ. `hreal` identifies this function with the rank, regarded as a real number.

The step to `hnat` uses the fact that the natural numbers sit in the real line as a discrete subset: a function into ℕ is continuous exactly when it is continuous after inclusion in ℝ. `hconst` then uses the connectedness of the unit interval, which takes the place of the intermediate value argument. The last line turns equal ranks back into equal occupations, as elements of `𝕜`.

`symmetry_broken_on_path` assumes that no symmetry-breaking time exists and contradicts the different endpoint occupations by applying the main theorem at times 0 and 1.

For the finite step, `occupation_eq_of_small_step` replaces both occupations by ranks and bounds the real part of their difference by its norm. This gives `h1` and `h2`, which say that each rank is less than the other plus one. `omega` concludes that they are equal.

## Checking the examples entry by entry

`orbitalDensity_idempotent` first proves P² = (c² + s²)P for arbitrary real c and s, and then inserts the normalization. `occupation_constant_witness` collects the properties of the rotating orbital. Most of them are checked by running through the matrix entries with `fin_cases`; the endpoints are distinguished by their entry `0 0`, which is 1 at the start and 0 at the end.

`occupation_rotation` expands the trace for the smaller block. In `fractional_occupation`, the entry `1 1` of the idempotency relation gives t² = t, which is factored as t(t − 1) = 0. The converse is checked by substituting the two values of t.
